# A 120° spin rotation about (1,1,1) and $i\sigma_x$ generate a 24-element subgroup of SU(2)

Place a tetrahedron with its three half-turn axes along $x$, $y$ and $z$, and suppose each of its twelve proper rotations is assigned one matrix in SU(2), with $1$ for the identity, to describe its action on a spin one-half. The list does not close under multiplication. A half-turn about the $x$ axis must be $i\sigma_x$ or $-i\sigma_x$, and both square to $-1$, although two half-turns restore the tetrahedron. A set of matrices that contains these twelve and is closed under multiplication also contains $-1$, and hence both signs of each, which gives 24 matrices. In an average of $UAU^\dagger$ over the rotations, for an operator $A$, the sign of $U$ cancels and twelve matrices are enough.

Two matrices suffice to generate all 24, $i\sigma_x$ and

$$w=\tfrac12\bigl(1-i(\sigma_x+\sigma_y+\sigma_z)\bigr).$$

The matrix $w$ has order six, and conjugation by it sends $\sigma_x\to\sigma_y\to\sigma_z\to\sigma_x$. In electronic structure, representations of this group label spin-orbit levels at a site whose point group consists of the twelve proper rotations. A site that also has the reflections of a tetrahedron, with point group $T_d$, calls for a larger double group of 48 elements. The result here concerns a single spin one-half and proper rotations only.

## Powers of $w$ and the cyclic permutation

Put $s=\sigma_x+\sigma_y+\sigma_z$. Different Pauli matrices anticommute, so $s^2=3$. With $w=(1-is)/2$,

$$ww^\dagger=\frac{1+s^2}{4}=1,\qquad w^2=\frac{1-2is-3}{4}=\frac{-1-is}{2},$$

$$w^3=\frac{(-1-is)(1-is)}{4}=\frac{-1-s^2}{4}=-1.$$

Hence $w^4=-w$, $w^5=-w^2$ and $w^6=1$. None of the first five powers is $1$, so the order is six.

For the conjugation, use $\sigma_y\sigma_x=-i\sigma_z$, $\sigma_z\sigma_x=i\sigma_y$ and $\sigma_y\sigma_z=i\sigma_x$:

$$w\sigma_x=\tfrac12(\sigma_x+\sigma_y-\sigma_z-i)=\sigma_y w .$$

Thus $w\sigma_xw^\dagger=\sigma_y$. Relabelling $x\to y\to z\to x$ changes neither $w$ nor the Pauli products, and gives the other two relations.

## Counting the group

For integers $a,b,c,d$ write

$$q(a,b,c,d)=\tfrac12\bigl(a-i(b\sigma_x+c\sigma_y+d\sigma_z)\bigr),\qquad \det q=\tfrac14(a^2+b^2+c^2+d^2).$$

The matrices $-i\sigma_x,-i\sigma_y,-i\sigma_z$ multiply like Hamilton's quaternion units. If the quaternion product of two quadruples has only even entries, the product of their $q$'s is therefore the $q$ of half that quaternion product.

Consider the quadruples with $a^2+b^2+c^2+d^2=4$. Eight have one entry $\pm2$ and three zeros; sixteen have all entries $\pm1$. The quaternion product of two of them has only even entries: this is clear if either factor has even entries, and otherwise each entry is a sum of four odd numbers. Its squared length is $16$, so half of it has squared length $4$ and is again in the set. The adjoint reverses $b,c,d$ and also stays in the set. Since $w=q(1,1,1,1)$ and $i\sigma_x=q(0,-2,0,0)$, the generated group has at most 24 elements, all of determinant one.

Conversely, let $C$ be the six powers of $w$; their quadruples all have $b=c=d$. Consider the cosets $Cg$ with $g$ equal to

$$1,\quad i\sigma_x,\quad i\sigma_xw=q(1,-1,1,-1),\quad i\sigma_xw^2=q(1,1,1,-1).$$

The last three are not in $C$. For two different ones among them, $i\sigma_xw^j$ and $i\sigma_xw^k$, the first times the inverse of the second is $\sigma_xw^{j-k}\sigma_x$. This reverses $c$ and $d$ but not $b$, so it is not in $C$ either. The four cosets are disjoint and contain $4\cdot6=24$ elements, so the group is the whole set.

## Matrices, generators and integer quadruples

In Lean 4 with Mathlib:

```lean
import Mathlib

open Matrix
open Complex (I)

namespace BinaryTetrahedral

/-- Complex two-by-two matrices, the operators on a spin one-half. -/
abbrev M2 := Matrix (Fin 2) (Fin 2) ℂ

/-- Quadruples of integers. -/
abbrev Q4 := ℤ × ℤ × ℤ × ℤ

/-- The Pauli matrix `σx`. -/
noncomputable def σx : M2 := !![0, 1; 1, 0]

/-- The Pauli matrix `σy`. -/
noncomputable def σy : M2 := !![0, -I; I, 0]

/-- The Pauli matrix `σz`. -/
noncomputable def σz : M2 := !![1, 0; 0, -1]

/-- The matrix `w = (1 - i(σx + σy + σz))/2`. -/
noncomputable def w : M2 := (1 / 2 : ℂ) • (1 - I • (σx + σy + σz))
```

The Pauli matrices are written in the basis where $\sigma_z$ is diagonal.

```lean
/-- The subgroup of the unitary group U(2) generated by `w` and `iσx`. -/
def binaryTetrahedral : Subgroup (unitaryGroup (Fin 2) ℂ) :=
  Subgroup.closure {U | (U : M2) = w ∨ (U : M2) = I • σx}
```

`Subgroup.closure` is the smallest subgroup containing the stated set. Its ambient group is U(2), so determinant one has to be proved.

```lean
/-- The matrix `(a - i(b σx + c σy + d σz))/2` of an integer quadruple `(a, b, c, d)`. -/
noncomputable def quat (t : Q4) : M2 := (1 / 2 : ℂ) • ((t.1 : ℂ) • (1 : M2) -
  I • ((t.2.1 : ℂ) • σx + (t.2.2.1 : ℂ) • σy + (t.2.2.2 : ℂ) • σz))

/-- Hamilton's quaternion product of integer quadruples. -/
def ham : Q4 → Q4 → Q4
  | (a, b, c, d), (a', b', c', d') =>
    (a * a' - b * b' - c * c' - d * d', a * b' + b * a' + c * d' - d * c',
      a * c' - b * d' + c * a' + d * b', a * d' + b * c' - c * b' + d * a')

/-- Quaternion conjugation of an integer quadruple. -/
def bar : Q4 → Q4
  | (a, b, c, d) => (a, -b, -c, -d)

/-- The quadruples with one entry `±2` and three zeros, and those with all entries `±1`. -/
noncomputable def shell : List Q4 :=
  [(2, 0, 0, 0), (-2, 0, 0, 0), (0, 2, 0, 0), (0, -2, 0, 0),
   (0, 0, 2, 0), (0, 0, -2, 0), (0, 0, 0, 2), (0, 0, 0, -2),
   (1, 1, 1, 1), (1, 1, 1, -1), (1, 1, -1, 1), (1, 1, -1, -1),
   (1, -1, 1, 1), (1, -1, 1, -1), (1, -1, -1, 1), (1, -1, -1, -1),
   (-1, 1, 1, 1), (-1, 1, 1, -1), (-1, 1, -1, 1), (-1, 1, -1, -1),
   (-1, -1, 1, 1), (-1, -1, 1, -1), (-1, -1, -1, 1), (-1, -1, -1, -1)]
```

`quat` is $q$ above. It includes the factor one half, so the identity has quadruple $(2,0,0,0)$, and its minus sign gives $i\sigma_x$ a negative entry. `ham` is the unhalved quaternion product, `bar` is quaternion conjugation, and `shell` lists the 24 quadruples.

## Quaternion arithmetic for the matrices

```lean
/-- The entries of `(a - i(b σx + c σy + d σz))/2`. -/
theorem quat_eq (a b c d : ℤ) : quat (a, b, c, d) =
    !![((a : ℂ) - I * d) / 2, (-I * b - c) / 2; (-I * b + c) / 2, (a + I * d) / 2] := by
  ext i j
  fin_cases i <;> fin_cases j <;> simp [quat, σx, σy, σz]
  · ring
  · linear_combination ((c : ℂ) / 2) * Complex.I_sq
  · linear_combination (-(c : ℂ) / 2) * Complex.I_sq
  · ring

/-- If Hamilton's product of two quadruples is twice a third one, then the matrices of the
first two multiply to the matrix of the third. -/
theorem quat_mul {s t r : Q4} (h : ham s t = r + r) : quat s * quat t = quat r := by
  obtain ⟨a, b, c, d⟩ := s
  obtain ⟨a', b', c', d'⟩ := t
  obtain ⟨x, y, z, u⟩ := r
  simp only [ham, Prod.mk_add_mk, Prod.mk.injEq] at h
  obtain ⟨hx, hy, hz, hu⟩ := h
  have hx := congrArg (Int.cast : ℤ → ℂ) hx
  have hy := congrArg (Int.cast : ℤ → ℂ) hy
  have hz := congrArg (Int.cast : ℤ → ℂ) hz
  have hu := congrArg (Int.cast : ℤ → ℂ) hu
  push_cast at hx hy hz hu
  rw [quat_eq, quat_eq, quat_eq, Matrix.mul_fin_two]
  ext i j
  fin_cases i <;> fin_cases j <;> simp
  · linear_combination hx / 4 - I / 4 * hu + ((d : ℂ) * d' + b * b') / 4 * Complex.I_sq
  · linear_combination -I / 4 * hy - hz / 4 + ((d : ℂ) * b' - b * d') / 4 * Complex.I_sq
  · linear_combination -I / 4 * hy + hz / 4 + ((b : ℂ) * d' - d * b') / 4 * Complex.I_sq
  · linear_combination hx / 4 + I / 4 * hu + ((d : ℂ) * d' + b * b') / 4 * Complex.I_sq
```

The condition `ham s t = r + r` expresses the halving without dividing integers. The proof compares the four matrix entries, using $i^2=-1$ in each.

```lean
/-- The adjoint matrix belongs to the conjugate quaternion. -/
theorem quat_star (t : Q4) : (quat t)ᴴ = quat (bar t) := by
  obtain ⟨a, b, c, d⟩ := t
  rw [bar, quat_eq, quat_eq]
  ext i j
  fin_cases i <;> fin_cases j <;> simp [Matrix.conjTranspose_apply]
  ring

/-- Different integer quadruples give different matrices. -/
theorem quat_inj : Function.Injective quat := by
  rintro ⟨a, b, c, d⟩ ⟨a', b', c', d'⟩ h
  rw [quat_eq, quat_eq] at h
  have h0 := congrFun (congrFun h 0) 0
  have h1 := congrFun (congrFun h 0) 1
  simp [Complex.ext_iff] at h0 h1
  simp only [Prod.mk.injEq]
  omega
```

The first row already determines all four integers, through its real and imaginary parts.

```lean
/-- The integer quadruples of `w`, of `iσx` and of the identity. -/
theorem generators_eq : w = quat (1, 1, 1, 1) ∧ I • σx = quat (0, -2, 0, 0) ∧
    (1 : M2) = quat (2, 0, 0, 0) := by
  refine ⟨by simp only [w, quat, Int.cast_one, one_smul], ?_, ?_⟩
  · simp only [quat]
    push_cast
    module
  · simp only [quat]
    push_cast
    module
```

## The two properties of $w$

```lean
/-- The matrix `w` is unitary, and conjugation by it permutes the Pauli matrices
cyclically: `σx → σy → σz → σx`. -/
theorem w_conj : w * wᴴ = 1 ∧ w * σx * wᴴ = σy ∧ w * σy * wᴴ = σz ∧ w * σz * wᴴ = σx := by
  -- each Pauli matrix is `i` times a unit quaternion
  have hσ : σx = I • quat (0, 2, 0, 0) ∧ σy = I • quat (0, 0, 2, 0) ∧
      σz = I • quat (0, 0, 0, 2) := by
    refine ⟨?_, ?_, ?_⟩ <;> simp only [quat] <;> push_cast
    · linear_combination (norm := module) Complex.I_sq • σx
    · linear_combination (norm := module) Complex.I_sq • σy
    · linear_combination (norm := module) Complex.I_sq • σz
  have mx : quat (1, 1, 1, 1) * quat (0, 2, 0, 0) = quat (-1, 1, 1, -1) :=
    quat_mul (by decide +kernel)
  have my : quat (1, 1, 1, 1) * quat (0, 0, 2, 0) = quat (-1, -1, 1, 1) :=
    quat_mul (by decide +kernel)
  have mz : quat (1, 1, 1, 1) * quat (0, 0, 0, 2) = quat (-1, 1, -1, 1) :=
    quat_mul (by decide +kernel)
  rw [generators_eq.1, quat_star, generators_eq.2.2, hσ.1, hσ.2.1, hσ.2.2]
  simp only [Matrix.mul_smul, Matrix.smul_mul, mx, my, mz]
  refine ⟨quat_mul (by decide +kernel), ?_, ?_, ?_⟩ <;> congr 1 <;>
    exact quat_mul (by decide +kernel)
```

The theorem states unitarity and the three conjugations. Each Pauli matrix is written as $i$ times a `quat`, then multiplied by $w$ on the left and by $w^\dagger$ on the right. The integer identities are evaluated by `decide +kernel`.

```lean
/-- The matrix `w` has order six. -/
theorem w_order : orderOf w = 6 := by
  obtain ⟨hw, -, h1⟩ := generators_eq
  have step : ∀ (n : ℕ) (s r : Q4), w ^ n = quat s → ham s (1, 1, 1, 1) = r + r →
      w ^ (n + 1) = quat r := by
    intro n s r h h'
    rw [pow_succ, h, hw, quat_mul h']
  have p1 : w ^ 1 = quat (1, 1, 1, 1) := (pow_one w).trans hw
  have p2 := step 1 _ (-1, 1, 1, 1) p1 (by decide +kernel)
  have p3 := step 2 _ (-2, 0, 0, 0) p2 (by decide +kernel)
  have p4 := step 3 _ (-1, -1, -1, -1) p3 (by decide +kernel)
  have p5 := step 4 _ (1, -1, -1, -1) p4 (by decide +kernel)
  have p6 := step 5 _ (2, 0, 0, 0) p5 (by decide +kernel)
  rw [orderOf_eq_iff (by norm_num)]
  refine ⟨p6.trans h1.symm, fun m hm hpos h => ?_⟩
  have h := h.trans h1
  interval_cases m
  · exact absurd (quat_inj (p1.symm.trans h)) (by decide +kernel)
  · exact absurd (quat_inj (p2.symm.trans h)) (by decide +kernel)
  · exact absurd (quat_inj (p3.symm.trans h)) (by decide +kernel)
  · exact absurd (quat_inj (p4.symm.trans h)) (by decide +kernel)
  · exact absurd (quat_inj (p5.symm.trans h)) (by decide +kernel)
```

Here `orderOf w` is the least positive exponent giving the identity matrix. The facts `p1` to `p6` are the powers computed above, and `quat_inj` excludes the first five.

## All elements of the group

```lean
/-- The matrices of the listed quadruples are unitary. -/
theorem quat_unitary (t : Q4) (ht : t ∈ shell) : quat t ∈ unitaryGroup (Fin 2) ℂ := by
  have norm : ∀ t ∈ shell, ham t (bar t) = (2, 0, 0, 0) + (2, 0, 0, 0) := by decide +kernel
  rw [Matrix.mem_unitaryGroup_iff, Matrix.star_eq_conjTranspose, quat_star, generators_eq.2.2]
  exact quat_mul (norm t ht)
```

This also shows that both generators really are elements of U(2).

```lean
/-- The group generated by `w` and `iσx` consists of the matrices `±1`, `±iσx`, `±iσy`,
`±iσz` and `(±1 ± iσx ± iσy ± iσz)/2`. -/
theorem mem_iff (U : unitaryGroup (Fin 2) ℂ) :
    U ∈ binaryTetrahedral ↔ ∃ t ∈ shell, (U : M2) = quat t := by
  obtain ⟨ew, ex, e1⟩ := generators_eq
  constructor
  · intro hU
    -- the list is closed under products and adjoints
    have table : ∀ s ∈ shell, ∀ t ∈ shell, ∃ r ∈ shell, ham s t = r + r := by decide +kernel
    have hbar : ∀ t ∈ shell, bar t ∈ shell := by decide +kernel
    unfold binaryTetrahedral at hU
    induction hU using Subgroup.closure_induction with
    | mem V hV =>
      rcases hV with h | h
      · exact ⟨(1, 1, 1, 1), by decide +kernel, h.trans ew⟩
      · exact ⟨(0, -2, 0, 0), by decide +kernel, h.trans ex⟩
    | one => exact ⟨(2, 0, 0, 0), by decide +kernel, e1⟩
    | mul V W _ _ hV hW =>
      obtain ⟨s, hs, eV⟩ := hV
      obtain ⟨t, ht, eW⟩ := hW
      obtain ⟨r, hr, h⟩ := table s hs t ht
      refine ⟨r, hr, ?_⟩
      change (V : M2) * (W : M2) = _
      rw [eV, eW, quat_mul h]
    | inv V _ hV =>
      obtain ⟨t, ht, eV⟩ := hV
      refine ⟨bar t, hbar t ht, ?_⟩
      change (V : M2)ᴴ = _
      rw [eV, quat_star]
  · rintro ⟨t, ht, hU⟩
    obtain ⟨P, hP⟩ : ∃ P : Q4 → Prop, ∀ t, P t ↔ ∃ V ∈ binaryTetrahedral, (V : M2) = quat t :=
      ⟨fun t => ∃ V ∈ binaryTetrahedral, (V : M2) = quat t, fun _ => Iff.rfl⟩
    have step : ∀ s t r : Q4, P s → P t → ham s t = r + r → P r := by
      intro s t r hs ht h
      obtain ⟨V, hV, eV⟩ := (hP s).1 hs
      obtain ⟨W, hW, eW⟩ := (hP t).1 ht
      refine (hP r).2 ⟨V * W, mul_mem hV hW, ?_⟩
      change (V : M2) * (W : M2) = _
      rw [eV, eW, quat_mul h]
    have h0 : P (2, 0, 0, 0) := (hP _).2 ⟨1, one_mem _, e1⟩
    have h1 : P (1, 1, 1, 1) := (hP _).2 ⟨⟨_, quat_unitary (1, 1, 1, 1) (by decide +kernel)⟩,
      Subgroup.subset_closure (Or.inl ew.symm), rfl⟩
    have k1 : P (0, -2, 0, 0) := (hP _).2 ⟨⟨_, quat_unitary (0, -2, 0, 0) (by decide +kernel)⟩,
      Subgroup.subset_closure (Or.inr ex.symm), rfl⟩
    -- the powers of `w`, and the products of `iσx` with `w` and `w²`
    have h2 := step _ _ (-1, 1, 1, 1) h1 h1 (by decide +kernel)
    have h3 := step _ _ (-2, 0, 0, 0) h2 h1 (by decide +kernel)
    have h4 := step _ _ (-1, -1, -1, -1) h3 h1 (by decide +kernel)
    have h5 := step _ _ (1, -1, -1, -1) h4 h1 (by decide +kernel)
    have k2 := step _ _ (1, -1, 1, -1) k1 h1 (by decide +kernel)
    have k3 := step _ _ (1, 1, 1, -1) k1 h2 (by decide +kernel)
    -- four cosets of the cyclic group of `w` fill the list
    have cosets : ∀ t ∈ shell,
        ∃ r ∈ ([(2, 0, 0, 0), (1, 1, 1, 1), (-1, 1, 1, 1), (-2, 0, 0, 0), (-1, -1, -1, -1),
          (1, -1, -1, -1)] : List Q4),
        ∃ s ∈ ([(2, 0, 0, 0), (0, -2, 0, 0), (1, -1, 1, -1), (1, 1, 1, -1)] : List Q4),
        ham r s = t + t := by decide +kernel
    obtain ⟨r, hr, s, hs, h⟩ := cosets t ht
    have hPr : P r := by
      simp only [List.mem_cons, List.not_mem_nil, or_false] at hr
      rcases hr with rfl | rfl | rfl | rfl | rfl | rfl <;> assumption
    have hPs : P s := by
      simp only [List.mem_cons, List.not_mem_nil, or_false] at hs
      rcases hs with rfl | rfl | rfl | rfl <;> assumption
    obtain ⟨V, hV, e⟩ := (hP t).1 (step r s t hPr hPs h)
    have hUV : U = V := Subtype.ext (hU.trans e.symm)
    rw [hUV]
    exact hV
```

A unitary matrix lies in the group exactly when it is the matrix of a listed quadruple. In the forward direction, induction over the closure treats generators, identity, products and inverses; `table` and `hbar` check closure of the list by enumeration, where the derivation above used parity.

In the reverse direction, `P t` says that the matrix of `t` belongs to the group. The steps `h1` to `h5` supply powers of $w$, and `k1` to `k3` the three nontrivial coset representatives. `cosets` then factors every listed quadruple as a power of $w$ times a representative.

```lean
/-- The group generated by `w` and `iσx` has exactly 24 elements, and all of them have
determinant one, so that it is a subgroup of SU(2). -/
theorem card_binaryTetrahedral :
    Nat.card binaryTetrahedral = 24 ∧ ∀ U ∈ binaryTetrahedral, (U : M2).det = 1 := by
  constructor
  · -- the group is in bijection with the list of quadruples
    let f : shell.toFinset → binaryTetrahedral := fun t =>
      ⟨⟨quat t.1, quat_unitary _ (List.mem_toFinset.1 t.2)⟩,
        (mem_iff _).2 ⟨t.1, List.mem_toFinset.1 t.2, rfl⟩⟩
    have bij : Function.Bijective f := by
      constructor
      · intro s t h
        exact Subtype.ext (quat_inj (congrArg (fun U : binaryTetrahedral => (U.1.1 : M2)) h))
      · rintro ⟨U, hU⟩
        obtain ⟨t, ht, e⟩ := (mem_iff U).1 hU
        exact ⟨⟨t, List.mem_toFinset.2 ht⟩, Subtype.ext (Subtype.ext e.symm)⟩
    rw [← Nat.card_eq_of_bijective f bij, Nat.card_eq_fintype_card, Fintype.card_coe]
    decide +kernel
  · intro U hU
    obtain ⟨⟨a, b, c, d⟩, ht, e⟩ := (mem_iff U).1 hU
    have norm : ∀ t ∈ shell, t.1 * t.1 + t.2.1 * t.2.1 + t.2.2.1 * t.2.2.1 +
        t.2.2.2 * t.2.2.2 = 4 := by decide +kernel
    have h : a * a + b * b + c * c + d * d = 4 := norm _ ht
    have h' : (a : ℂ) * a + b * b + c * c + d * d = 4 := by exact_mod_cast h
    rw [e, quat_eq, Matrix.det_fin_two_of]
    linear_combination h' / 4 - ((d : ℂ) ^ 2 + (b : ℂ) ^ 2) / 4 * Complex.I_sq

end BinaryTetrahedral
```

The map `f` is a bijection from the list to the group: injective by `quat_inj`, surjective by `mem_iff`. Counting the list gives 24, and the determinant follows from the squared length $4$. Membership in SU(2) is expressed as unitarity together with determinant one.

These statements concern explicit matrices. Applying them to the spin of an electron under the proper rotations of a tetrahedron requires the physical identification of a rotation by angle $\theta$ about a unit vector $\mathbf n$ with $\pm\exp(-i\theta\,\mathbf n\cdot\boldsymbol\sigma/2)$, where $\boldsymbol\sigma=(\sigma_x,\sigma_y,\sigma_z)$.

```lean
#print axioms BinaryTetrahedral.w_conj
#print axioms BinaryTetrahedral.w_order
#print axioms BinaryTetrahedral.card_binaryTetrahedral
```

```
'BinaryTetrahedral.w_conj' depends on axioms: [propext, Classical.choice, Quot.sound]
'BinaryTetrahedral.w_order' depends on axioms: [propext, Classical.choice, Quot.sound]
'BinaryTetrahedral.card_binaryTetrahedral' depends on axioms: [propext, Classical.choice, Quot.sound]
```
